# Iterates converge to a fixed point that repels in every direction only by landing on it

Let $F:E\to E$ be a map on a real normed space with a fixed point $p=F(p)$, and let $J$ be its Fréchet derivative at $p$. Suppose that for some $c>1$

$$\|Jv\|\ \ge\ c\,\|v\|\qquad\text{for all } v\in E .$$

Then the iterates $x_{n+1}=F(x_n)$ converge to $p$ if and only if there is a step $N$ with $x_n=p$ for all $n\ge N$.

The same holds for linear mixing, $G(x)=(1-a)x+aF(x)$, whenever $0<a\le 1$ and $a(1+c)>2$.

## Unstable self-consistency loops

In a self-consistent-field calculation, $x$ stands for the quantity that is iterated, such as the site occupations of a lattice model, and $F$ for one full cycle from input to output. For plain or linearly mixed iteration without history, suppose that the map actually iterated ($F$ or $G$) has a derivative at $p$ that stretches every vector by at least a fixed factor greater than 1. The result then says that more cycles or a closer starting guess will not produce gradual convergence to $p$. With mixing, expansion by $J$ alone is not enough: for $J=-2I$ and $a=1/2$ the derivative of $G$ is $-\tfrac12 I$, which contracts.

This affects how a convergence test is read. An orbit can pass close to $p$, where $\|F(x)-x\|$ is small by continuity, and satisfy a tolerance at that step. Unless it hits $p$ exactly, it later moves away again.

In nonzero finite dimension with the Euclidean norm, the largest admissible $c$ is the smallest singular value of $J$. The condition $a(1+c)>2$ then identifies mixing fractions for which gradual convergence to $p$ is ruled out. It does not show that smaller fractions work: if $J=cI$ with $c>1$, the mixed map has derivative $(1+a(c-1))I$, which expands for every $a>0$.

A case with a single variable is the Hubbard dimer with two electrons in spin-restricted mean-field theory, with hopping $t>0$ and on-site repulsion $U>0$. Let $\delta$ be the difference between the two site occupations. An input $\delta$ moves the two site energies apart by $U\delta/2$, and the ground state of the mean-field Hamiltonian returns

$$F(\delta)=-\frac{U\delta/2}{\sqrt{t^2+(U\delta/4)^2}} .$$

The slope at the fixed point $\delta=0$ is $-U/(2t)$, so $c=U/(2t)$. For $U>2t$ the undamped iteration cannot converge gradually to equal occupations, and with a mixing fraction $0<a\le1$ the same is true when $a(1+U/(2t))>2$. This example is worked out by hand and is not in the Lean file.

## Geometric growth of the error

Choose $k$ with $1<k<c$. By the definition of the derivative there is a radius $r>0$ such that the remainder $R(x)=F(x)-p-J(x-p)$ satisfies $\|R(x)\|\le(c-k)\|x-p\|$ whenever $\|x-p\|<r$. Since $J(x-p)=(F(x)-p)-R(x)$,

$$c\|x-p\|\le\|J(x-p)\|\le\|F(x)-p\|+(c-k)\|x-p\| ,$$

and therefore

$$\|F(x)-p\|\ge k\|x-p\|\qquad\text{for } \|x-p\|<r .$$

If $x_0,\dots,x_{n-1}$ all lie within distance $r$ of $p$, applying this bound $n$ times gives

$$\|x_n-p\|\ge k^n\|x_0-p\| .$$

Suppose $x_0\ne p$ and the orbit stays within distance $r$ for ever. Then $k^n\|x_0-p\|<r$ for every $n$, which is impossible because $k^n$ is unbounded. So every orbit that does not start at $p$ satisfies $\|x_n-p\|\ge r$ at some step, with the same $r$ for all starting points.

Now let $x_n\to p$. From some step $N$ on, $\|x_n-p\|<r$. The tail $x_N,x_{N+1},\dots$ is itself an orbit, and it never leaves the ball, so it must start at $p$. Hence $x_N=p$, and $F(p)=p$ keeps all later iterates there. Conversely, a sequence that equals $p$ from some step on converges to $p$.

If $p$ is its own only preimage, $x_N=p$ forces $x_{N-1}=p$, and so on back to $x_0=p$. In that case only the orbit that starts at $p$ converges to it.

For linear mixing, $G(p)=p$ and the derivative of $G$ at $p$ is $(1-a)I+aJ$. The reverse triangle inequality gives

$$\|(1-a)v+aJv\|\ge a\|Jv\|-(1-a)\|v\|\ge\bigl(a(1+c)-1\bigr)\|v\| .$$

The factor on the right exceeds 1 exactly when $a(1+c)>2$, and the argument above then applies to $G$.

## An exact hit, and a failure at slope one

Landing after the start does occur. The logistic map $4x(1-x)$ has derivative $4-8x$, hence slope 4 at its fixed point 0. Its orbit from $1/2$ is $1/2,\,1,\,0,\,0,\dots$, which jumps onto the repelling point from a distance.

If $c>1$ is weakened to $c=1$, the conclusion fails. The map $g(x)=x/(1+x)$ has $g(0)=0$ and $g'(0)=1$. (At $x=-1$ the formula is undefined and Lean's division gives the value 0; the orbit below never meets that point.) Starting from 1, its iterates are $x_n=1/(n+1)$, because

$$g\!\left(\frac1{n+1}\right)=\frac{1/(n+1)}{(n+2)/(n+1)}=\frac1{n+2} .$$

They converge to 0 and never equal it.

## The Lean file

```lean
import Mathlib

open Filter Topology

namespace RepellingFixedPoint

noncomputable section

variable {E : Type*} [NormedAddCommGroup E] [NormedSpace ℝ E]

/-- The point `p` is a fixed point of `F`, and the derivative `J` of `F` at `p` stretches
every vector by at least a factor `c > 1`. -/
structure IsRepelling (F : E → E) (J : E →L[ℝ] E) (p : E) (c : ℝ) : Prop where
  fixed : F p = p
  deriv : HasFDerivAt F J p
  one_lt : 1 < c
  expand : ∀ v, c * ‖v‖ ≤ ‖J v‖

/-- Linear mixing: the new iterate is a fraction `a` of the output `F x` and a fraction
`1 - a` of the input `x`. -/
def mix (a : ℝ) (F : E → E) (x : E) : E := (1 - a) • x + a • F x

/-- Close to a repelling fixed point, one step of the nonlinear map multiplies the error by
at least `k`, for any `k` below the linear stretching factor `c`. -/
theorem local_expansion {F : E → E} {J : E →L[ℝ] E} {p : E} {c k : ℝ}
    (h : IsRepelling F J p c) (hk : k < c) :
    ∃ r > 0, ∀ x, ‖x - p‖ < r → k * ‖x - p‖ ≤ ‖F x - p‖ := by
  -- the remainder of the linearisation is at most `(c - k) ‖x - p‖` near `p`
  have hev := h.deriv.isLittleO.def (sub_pos.2 hk)
  obtain ⟨r, hr, hball⟩ := Metric.eventually_nhds_iff.1 hev
  refine ⟨r, hr, fun x hx => ?_⟩
  have h1 : ‖F x - F p - J (x - p)‖ ≤ (c - k) * ‖x - p‖ :=
    hball (by rw [dist_eq_norm]; exact hx)
  rw [h.fixed] at h1
  have h2 := norm_sub_norm_le (J (x - p)) (F x - p)
  rw [norm_sub_rev (J (x - p)) (F x - p)] at h2
  have h3 := h.expand (x - p)
  linarith

omit [NormedSpace ℝ E] in
/-- If each step taken within distance `r` of `p` multiplies the error by at least `k ≥ 0`, then an
orbit that has stayed within that distance for `n` steps has an error at least `k ^ n` times the
initial one. -/
theorem error_growth {F : E → E} {p : E} {k r : ℝ} (hk : 0 ≤ k)
    (hF : ∀ x, ‖x - p‖ < r → k * ‖x - p‖ ≤ ‖F x - p‖) (x₀ : E) (n : ℕ)
    (hstay : ∀ m < n, ‖F^[m] x₀ - p‖ < r) :
    k ^ n * ‖x₀ - p‖ ≤ ‖F^[n] x₀ - p‖ := by
  induction n with
  | zero => simp
  | succ n ih =>
    have h1 := ih (fun m hm => hstay m (by omega))
    have h2 := hF _ (hstay n (by omega))
    rw [Function.iterate_succ_apply']
    calc k ^ (n + 1) * ‖x₀ - p‖ = k * (k ^ n * ‖x₀ - p‖) := by ring
      _ ≤ k * ‖F^[n] x₀ - p‖ := mul_le_mul_of_nonneg_left h1 hk
      _ ≤ _ := h2

/-- Around a repelling fixed point there is a ball, the same for all orbits, such that every
orbit not starting at the fixed point is outside the open ball at some step. -/
theorem escape {F : E → E} {J : E →L[ℝ] E} {p : E} {c : ℝ} (h : IsRepelling F J p c) :
    ∃ r > 0, ∀ x₀, x₀ ≠ p → ∃ n, r ≤ ‖F^[n] x₀ - p‖ := by
  obtain ⟨k, hk1, hkc⟩ := exists_between h.one_lt
  obtain ⟨r, hr, hF⟩ := local_expansion h hkc
  refine ⟨r, hr, fun x₀ hx => ?_⟩
  by_contra hcon
  push Not at hcon
  have hpos : 0 < ‖x₀ - p‖ := norm_pos_iff.2 (sub_ne_zero.2 hx)
  -- geometric growth is incompatible with staying in the ball for ever
  obtain ⟨n, hn⟩ := pow_unbounded_of_one_lt (r / ‖x₀ - p‖) hk1
  have h1 := error_growth (by linarith) hF x₀ n (fun m _ => hcon m)
  have h2 := (div_lt_iff₀ hpos).1 hn
  have h3 := hcon n
  linarith

/-- An orbit converges to a repelling fixed point if and only if it equals that point from
some step on. -/
theorem tendsto_iff_eventually_eq {F : E → E} {J : E →L[ℝ] E} {p : E} {c : ℝ}
    (h : IsRepelling F J p c) (x₀ : E) :
    Tendsto (fun n => F^[n] x₀) atTop (𝓝 p) ↔ ∃ N, ∀ n ≥ N, F^[n] x₀ = p := by
  constructor
  · intro hlim
    obtain ⟨r, hr, hesc⟩ := escape h
    obtain ⟨N, hN⟩ := Metric.tendsto_atTop.1 hlim r hr
    -- the tail of the orbit never leaves the ball, so it must start at `p`
    have hland : F^[N] x₀ = p := by
      by_contra hne
      obtain ⟨n, hn⟩ := hesc _ hne
      rw [← Function.iterate_add_apply] at hn
      have h1 := hN (n + N) (by omega)
      rw [dist_eq_norm] at h1
      linarith
    refine ⟨N, fun n hn => ?_⟩
    obtain ⟨m, rfl⟩ := Nat.exists_eq_add_of_le' hn
    rw [Function.iterate_add_apply, hland]
    exact Function.iterate_fixed h.fixed m
  · rintro ⟨N, hN⟩
    refine tendsto_const_nhds.congr' ?_
    filter_upwards [eventually_ge_atTop N] with n hn
    exact (hN n hn).symm

/-- If no other point is mapped onto the repelling fixed point, the only orbit converging to
it is the one that starts there. -/
theorem tendsto_iff_start_eq {F : E → E} {J : E →L[ℝ] E} {p : E} {c : ℝ}
    (h : IsRepelling F J p c) (hpre : ∀ x, F x = p → x = p) (x₀ : E) :
    Tendsto (fun n => F^[n] x₀) atTop (𝓝 p) ↔ x₀ = p := by
  rw [tendsto_iff_eventually_eq h]
  constructor
  · rintro ⟨N, hN⟩
    -- trace the landing point back to the start
    have back : ∀ n, F^[n] x₀ = p → x₀ = p := by
      intro n
      induction n with
      | zero => intro h0; exact h0
      | succ n ih =>
        intro h1
        rw [Function.iterate_succ_apply'] at h1
        exact ih (hpre _ h1)
    exact back N (hN N le_rfl)
  · rintro rfl
    exact ⟨0, fun n _ => Function.iterate_fixed h.fixed n⟩

/-- If the derivative of `F` at a fixed point stretches every vector by at least `c` and the mixing
fraction `0 < a ≤ 1` satisfies `a (1 + c) > 2`, the linearly mixed iteration converges to the fixed
point only by equalling it from some step on. -/
theorem insufficient_damping {F : E → E} {J : E →L[ℝ] E} {p : E} {a c : ℝ}
    (hp : F p = p) (hJ : HasFDerivAt F J p) (hc : ∀ v, c * ‖v‖ ≤ ‖J v‖)
    (ha : 0 < a) (ha1 : a ≤ 1) (hac : 2 < a * (1 + c)) (x₀ : E) :
    Tendsto (fun n => (mix a F)^[n] x₀) atTop (𝓝 p) ↔
      ∃ N, ∀ n ≥ N, (mix a F)^[n] x₀ = p := by
  have hrep : IsRepelling (mix a F) ((1 - a) • ContinuousLinearMap.id ℝ E + a • J) p
      (a * (1 + c) - 1) := by
    refine ⟨?_, ?_, by linarith, fun v => ?_⟩
    · rw [mix, hp]
      module
    · exact ((hasFDerivAt_id p).const_smul (1 - a)).add (hJ.const_smul a)
    · -- the damping term can cancel at most `(1 - a) ‖v‖` of the stretched vector
      change _ ≤ ‖(1 - a) • v + a • J v‖
      have h1 := norm_sub_norm_le (a • J v) (-((1 - a) • v))
      rw [sub_neg_eq_add, norm_neg, norm_smul, norm_smul, Real.norm_of_nonneg ha.le,
        Real.norm_of_nonneg (sub_nonneg.2 ha1), add_comm (a • J v)] at h1
      have h2 := mul_le_mul_of_nonneg_left (hc v) ha.le
      linarith
  exact tendsto_iff_eventually_eq hrep x₀

/-- The logistic map `4 x (1 - x)`. -/
def logistic (x : ℝ) : ℝ := 4 * x * (1 - x)

/-- The origin is a repelling fixed point of the logistic map with stretching factor 4, and
the orbit of `1/2` passes through `1` and equals `0` from the second step on. -/
theorem logistic_witness :
    IsRepelling logistic ((4 : ℝ) • ContinuousLinearMap.id ℝ ℝ) 0 4 ∧
      logistic^[1] (1 / 2) = 1 ∧ ∀ n ≥ 2, logistic^[n] (1 / 2) = 0 := by
  have h0 : logistic 0 = 0 := by norm_num [logistic]
  refine ⟨⟨h0, ?_, by norm_num, fun v => ?_⟩, by norm_num [logistic], fun n hn => ?_⟩
  · have h : HasDerivAt logistic 4 0 :=
      (((hasDerivAt_id' (0 : ℝ)).const_mul 4).fun_mul
        ((hasDerivAt_id' (0 : ℝ)).const_sub 1)).congr_deriv (by norm_num)
    have h4 : (4 : ℝ) = 4 * 1 := by norm_num
    exact hasFDerivAt_iff_hasDerivAt.2 (h.congr_deriv h4)
  · simp
  · obtain ⟨m, rfl⟩ := Nat.exists_eq_add_of_le' hn
    have h2 : logistic^[2] (1 / 2) = 0 := by norm_num [logistic]
    rw [Function.iterate_add_apply, h2]
    exact Function.iterate_fixed h0 m

/-- The map `x / (1 + x)`. -/
def marginal (x : ℝ) : ℝ := x / (1 + x)

/-- The map `x / (1 + x)` fixes the origin with slope exactly 1, and its orbit from `1` is
`1 / (n + 1)`, which converges to the origin without ever reaching it. -/
theorem marginal_slope_converges :
    marginal 0 = 0 ∧ HasDerivAt marginal 1 0 ∧
      (∀ n : ℕ, marginal^[n] 1 = 1 / ((n : ℝ) + 1) ∧ marginal^[n] 1 ≠ 0) ∧
      Tendsto (fun n => marginal^[n] 1) atTop (𝓝 0) := by
  have horb : ∀ n : ℕ, marginal^[n] 1 = 1 / ((n : ℝ) + 1) := by
    intro n
    induction n with
    | zero => simp
    | succ n ih =>
      rw [Function.iterate_succ_apply', ih, marginal]
      have h1 : (n : ℝ) + 1 ≠ 0 := by positivity
      have h2 : (n : ℝ) + 1 + 1 ≠ 0 := by positivity
      have h3 : 1 + 1 / ((n : ℝ) + 1) = ((n : ℝ) + 1 + 1) / ((n : ℝ) + 1) := by
        rw [add_div _ 1, div_self h1]
      rw [h3, div_div_div_cancel_right₀ h1]
      push_cast
      rfl
  refine ⟨by simp [marginal], ?_, fun n => ⟨horb n, ?_⟩, ?_⟩
  · exact ((hasDerivAt_id' (0 : ℝ)).fun_div ((hasDerivAt_id' (0 : ℝ)).const_add 1)
      (by norm_num)).congr_deriv (by norm_num)
  · rw [horb n]
    positivity
  · simp only [horb]
    exact tendsto_one_div_add_atTop_nhds_zero_nat

end

end RepellingFixedPoint
```

```lean
#print axioms RepellingFixedPoint.tendsto_iff_start_eq
-- 'RepellingFixedPoint.tendsto_iff_start_eq' depends on axioms: [propext, Classical.choice, Quot.sound]
#print axioms RepellingFixedPoint.insufficient_damping
-- 'RepellingFixedPoint.insufficient_damping' depends on axioms: [propext, Classical.choice, Quot.sound]
#print axioms RepellingFixedPoint.marginal_slope_converges
-- 'RepellingFixedPoint.marginal_slope_converges' depends on axioms: [propext, Classical.choice, Quot.sound]
```

## Reading the hypotheses and theorems

The space `E` is any real normed space; neither completeness nor finite dimension is assumed. The derivative `J : E →L[ℝ] E` is a continuous real-linear map. The structure `IsRepelling F J p c` collects the fixed-point equation, differentiability at `p`, the inequality `1 < c` and the expansion bound. Nothing is required of the derivative away from `p`.

The expression `F^[n] x₀` is the $n$-th iterate $x_n$, with $n=0$ giving the starting point. In `tendsto_iff_eventually_eq`, the `Tendsto` statement is convergence in norm, and the right-hand side says that some `N` exists after which every iterate equals `p`. The theorem `tendsto_iff_start_eq` adds the hypothesis `hpre`, that only `p` is mapped to `p`.

In `mix a F`, the number `a` is the fraction of new output, so `a = 1` is undamped iteration. The theorem `insufficient_damping` does not list $c>1$ separately, since it follows from $0<a\le1$ and $a(1+c)>2$.

## How the Lean proof follows the estimates

`local_expansion` obtains the remainder bound from `h.deriv.isLittleO.def` with constant $c-k$, and extracts the radius $r$ from the neighbourhood statement. The triangle inequality enters through `norm_sub_norm_le`, and `linarith` combines it with the expansion bound.

`error_growth` is the induction on $n$. Its `calc` block multiplies the bound for step $n$ by $k$ and then applies the one-step estimate.

`escape` picks $k$ with `exists_between` and assumes that the orbit never leaves the ball. `pow_unbounded_of_one_lt` supplies an $n$ with $k^n>r/\|x_0-p\|$, which contradicts that assumption.

In the main theorem, `Function.iterate_add_apply` identifies the tail after step $N$ with an orbit started at $x_N$, so `escape` can be applied to it. `tendsto_iff_start_eq` traces the landing point backwards by induction. `insufficient_damping` proves that the mixed map satisfies `IsRepelling` with constant $a(1+c)-1$ and then uses the main theorem.

`logistic_witness` and `marginal_slope_converges` verify the two examples by direct calculation, the second with an induction for the orbit formula.

## Saddles, constraints and finite precision

Expansion in every direction is a strong assumption. An iteration with one unstable mode and otherwise contracting modes does not satisfy it, and the conclusion can then fail: under $(x,y)\mapsto(2x,y/2)$ the orbit of $(0,1)$ tends to the origin without reaching it. This saddle is a calculation by hand and does not appear in the file.

The expansion bound is assumed, not derived from an electronic-structure model. It must also hold on all of `E`. If the particle number is fixed, the natural choice of `E` is the space of allowed deviations from a reference density, with `F` defined on that whole space. For density matrices with orbital occupations 0 or 1 in a finite orthonormal basis of at least two functions, the bound fails on the space of all trace-zero Hermitian deviations: every output is a projector of fixed rank, so the outputs vary in fewer directions than the inputs, and $J$ sends some nonzero $v$ to zero. In infinite dimension the bound also fails for every compact $J$.

The theorems concern exact arithmetic and one fixed map. They do not treat rounding, mixing fractions that change from step to step, or accelerators that use earlier iterates. Nor do they say where an orbit goes after leaving the ball: it may return close to $p$, enter a cycle or converge to another fixed point.
